# Equilibria of the Laughlin plasma satisfy Σ z_i = 0 and Σ |z_i|² = m N(N−1)

Electrons in the Laughlin state of the quantum Hall effect avoid one another, while a Gaussian factor keeps them near the origin. With the magnetic length set to one and positions written as complex numbers, the unnormalised probability density is

∏_{i<j} |z_i − z_j|^{2m} · exp(−Σ_i |z_i|²/2).

For electrons m is a positive odd integer, and the filling factor is 1/m in the limit of many particles. The negative logarithm of the density is the energy of a classical two-dimensional plasma with logarithmic repulsion of strength m and a harmonic background:

E = Σ_i |z_i|²/2 − m Σ_{i<j} log |z_i − z_j|².

At which configurations of distinct particles is the density stationary? For more than a few particles the positions are usually found numerically, yet some of their moments are known exactly.

## From force balance to the moments

Label the particles i = 0, …, N−1, and let their positions z_i be distinct. Displace particle i to z_i + t v, where t is real and v is a fixed complex number. For any complex a,

|a + t v|² = |a|² + 2t Re(conj(a) v) + t² |v|²,

so the derivative at t = 0 is 2 Re(conj(a) v). If a ≠ 0, the derivative of log |a + t v|² is this divided by |a|², which is 2 Re(v/a). Taking a = z_i in the background term and a = z_i − z_j in the pair terms gives

dE/dt = 2 Re(F_i v), with F_i = conj(z_i)/2 − m Σ_{j≠i} 1/(z_i − z_j).

If F_i = 0, the energy is stationary for every v. Conversely, the choice v = conj(F_i) gives dE/dt = 2|F_i|², which vanishes only if F_i = 0. Equilibrium therefore means

conj(z_i)/2 = m Σ_{j≠i} 1/(z_i − z_j) for every i.

Now multiply the i-th equation by 2f_i, with arbitrary complex weights f_i, and add:

Σ_i f_i conj(z_i) = 2m S, where S = Σ_{i≠j} f_i/(z_i − z_j).

The sum S runs over ordered pairs, so exchanging the labels gives S = Σ_{i≠j} f_j/(z_j − z_i). Adding the two expressions for S yields the virial identity

Σ_i f_i conj(z_i) = m Σ_{i≠j} (f_i − f_j)/(z_i − z_j).

Three weights make the right-hand side simple.

- For f_i = 1 every numerator vanishes. Hence Σ conj(z_i) = 0, and conjugation gives Σ z_i = 0.
- For f_i = z_i every quotient is 1. There are N(N−1) ordered pairs, so Σ |z_i|² = m N(N−1).
- For f_i = z_i² the quotient is z_i + z_j. Since Σ z_j = 0, the sum over j ≠ i is (N−1)z_i − z_i = (N−2)z_i, and summing over i gives zero. Hence Σ |z_i|² z_i = 0.

The second moment also restricts the coupling m when it is allowed to be any real number. If N ≥ 2 and m ≤ 0, a sum of squares would be at most zero, so all particles would sit at the origin, contrary to distinctness. Thus m > 0.

## Equilibrium and energy as Lean definitions

The particle number `N` is an arbitrary natural number, and `conj` denotes complex conjugation.

```lean
import Mathlib

open ComplexConjugate

namespace LaughlinPlasma

noncomputable section

variable {N : ℕ}
```

A configuration is a function `z : Fin N → ℂ`. The predicate `IsEquilibrium` combines distinct positions, expressed as injectivity of `z`, with force balance for every particle. The set `Finset.univ.erase i` contains all labels except `i`. The coupling `m` is any real number, although the Laughlin state of electrons uses positive odd integers.

```lean
/-- Plasma equilibrium at coupling `m`: the particles sit at distinct points, and on each one the
pull of the background balances the repulsion of the others. -/
def IsEquilibrium (m : ℝ) (z : Fin N → ℂ) : Prop :=
  Function.Injective z ∧
    ∀ i, conj (z i) / 2 = m * ∑ j ∈ Finset.univ.erase i, 1 / (z i - z j)
```

Distinctness has to be stated because Lean sets 1/0 = 0: without it, all particles placed at the origin would count as balanced.

The next definition keeps only the part of E that changes when particle `i` moves to `w`. `Complex.normSq` is the squared modulus, so the factors of two agree with the density above.

```lean
/-- The part of the plasma energy that depends on the position `w` of particle `i`, the other
particles being held fixed: a harmonic background and a logarithmic repulsion. -/
def energyOf (m : ℝ) (z : Fin N → ℂ) (i : Fin N) (w : ℂ) : ℝ :=
  Complex.normSq w / 2 - m * ∑ j ∈ Finset.univ.erase i, Real.log (Complex.normSq (w - z j))
```

Another model would define equilibrium by the vanishing derivative of the total energy E on the space of all configurations. For distinct points this selects the same configurations, because the displacements of single particles span all displacements. Force balance would then be a consequence of the definition, and the first two sum rules would follow from translating and dilating the whole configuration. The definition used here makes the algebra immediate and leaves the link with the energy to a theorem.

## Stationary energy is force balance

The first lemma gives the derivative of |a + t v|² at t = 0. The proof rewrites the function as a quadratic polynomial in `t` and differentiates it at zero.

```lean
/-- The squared distance from the origin changes at the rate `2 Re (conj a * v)` when a point
leaves `a` with velocity `v`. -/
theorem hasDerivAt_normSq_line (a v : ℂ) :
    HasDerivAt (fun t : ℝ => Complex.normSq (a + t * v)) (2 * (conj a * v).re) 0 := by
  have e : (fun t : ℝ => Complex.normSq (a + t * v)) =
      fun t : ℝ => (Complex.normSq a + t * (2 * (conj a * v).re)) + t ^ 2 * Complex.normSq v := by
    funext t
    simp only [Complex.normSq_apply, Complex.add_re, Complex.add_im, Complex.mul_re,
      Complex.mul_im, Complex.ofReal_re, Complex.ofReal_im, Complex.conj_re, Complex.conj_im]
    ring
  rw [e]
  have h := (((hasDerivAt_id' (0 : ℝ)).mul_const (2 * (conj a * v).re)).const_add
    (Complex.normSq a)).fun_add (((hasDerivAt_id' (0 : ℝ)).fun_pow 2).mul_const (Complex.normSq v))
  exact h.congr_deriv (by simp)
```

The derivative of the energy follows. Inside the proof, `hlog` treats one logarithmic pair term, and injectivity supplies the nonzero separation that the logarithm needs. The step `hS` gathers the pair terms into a single sum multiplied by `v`, and the remaining lines combine it with the background. The result is 2 Re(F_i v).

```lean
/-- The rate of change of the plasma energy when particle `i` is displaced with velocity `v`. -/
theorem hasDerivAt_energyOf (m : ℝ) {z : Fin N → ℂ} (hz : Function.Injective z)
    (i : Fin N) (v : ℂ) :
    HasDerivAt (fun t : ℝ => energyOf m z i (z i + t * v))
      (2 * ((conj (z i) / 2 - m * ∑ j ∈ Finset.univ.erase i, 1 / (z i - z j)) * v).re) 0 := by
  -- each logarithmic pair term
  have hlog : ∀ j ∈ Finset.univ.erase i,
      HasDerivAt (fun t : ℝ => Real.log (Complex.normSq (z i + t * v - z j)))
        (2 * (v / (z i - z j)).re) 0 := by
    intro j hj
    have hne : z i - z j ≠ 0 :=
      sub_ne_zero.mpr fun h => (Finset.ne_of_mem_erase hj) (hz h).symm
    have e : (fun t : ℝ => Real.log (Complex.normSq (z i + t * v - z j))) =
        fun t : ℝ => Real.log (Complex.normSq ((z i - z j) + t * v)) := by
      funext t
      have e' : z i + t * v - z j = (z i - z j) + t * v := by ring
      rw [e']
    rw [e]
    have h := (hasDerivAt_normSq_line (z i - z j) v).log (by simpa using hne)
    refine h.congr_deriv ?_
    simp only [Complex.ofReal_zero, zero_mul, add_zero, Complex.div_re, Complex.mul_re,
      Complex.conj_re, Complex.conj_im]
    ring
  have h := ((hasDerivAt_normSq_line (z i) v).div_const 2).fun_sub
    ((HasDerivAt.fun_sum hlog).const_mul m)
  refine HasDerivAt.congr_deriv h ?_
  have hS : ∑ j ∈ Finset.univ.erase i, 2 * (v / (z i - z j)).re =
      2 * ((∑ j ∈ Finset.univ.erase i, 1 / (z i - z j)) * v).re := by
    rw [Finset.sum_mul, Complex.re_sum, Finset.mul_sum]
    refine Finset.sum_congr rfl fun j _ => ?_
    have e : 1 / (z i - z j) * v = v / (z i - z j) := by ring
    rw [e]
  rw [hS]
  generalize (∑ j ∈ Finset.univ.erase i, 1 / (z i - z j)) = S
  have e : (conj (z i) / 2 - m * S) * v =
      ((1 / 2 : ℝ) : ℂ) * (conj (z i) * v) - (m : ℂ) * (S * v) := by
    push_cast
    ring
  rw [e, Complex.sub_re, Complex.re_ofReal_mul, Complex.re_ofReal_mul]
  ring
```

For distinct particles, the equivalence says that `IsEquilibrium` holds exactly when each single-particle energy has derivative zero at t = 0 in every direction `v`. In the reverse direction the proof inserts v = conj(F_i) and uses uniqueness of the derivative to obtain 2|F_i|² = 0.

```lean
/-- Distinct particles are in equilibrium exactly when the plasma energy is stationary under
every displacement of every single particle. -/
theorem isEquilibrium_iff_stationary (m : ℝ) {z : Fin N → ℂ} (hz : Function.Injective z) :
    IsEquilibrium m z ↔
      ∀ i v, HasDerivAt (fun t : ℝ => energyOf m z i (z i + t * v)) 0 0 := by
  constructor
  · intro h i v
    refine (hasDerivAt_energyOf m hz i v).congr_deriv ?_
    rw [sub_eq_zero.mpr (h.2 i), zero_mul, Complex.zero_re, mul_zero]
  · intro h
    refine ⟨hz, fun i => sub_eq_zero.mp ?_⟩
    -- displace the particle along the conjugate of the force itself
    have h0 := (hasDerivAt_energyOf m hz i
      (conj (conj (z i) / 2 - m * ∑ j ∈ Finset.univ.erase i, 1 / (z i - z j)))).unique (h i _)
    rw [Complex.mul_conj, Complex.ofReal_re] at h0
    exact Complex.normSq_eq_zero.mp (by linarith)
```

Stationary does not mean minimal: saddle points of the energy are equilibria too, and the sum rules apply to them equally.

## Exchanging the labels

A small lemma expresses a sum over the other particles as the full sum minus one term.

```lean
/-- A sum over all particles other than `i` is the full sum minus the term of `i`. -/
theorem sum_others (g : Fin N → ℂ) (i : Fin N) :
    ∑ j ∈ Finset.univ.erase i, g j = ∑ j, g j - g i := by
  have h : g i + ∑ j ∈ Finset.univ.erase i, g j = ∑ j, g j :=
    Finset.add_sum_erase Finset.univ g (Finset.mem_univ i)
  linear_combination h
```

The virial identity is stated for an arbitrary weight `f : Fin N → ℂ`, whose values can be chosen freely for each particle. In its proof, `hs` exchanges the two labels, `hp` splits the difference quotient into the two forms of S, and `hf` is force balance multiplied by 2f_i and summed.

```lean
/-- Virial identity: in equilibrium, the sum of `f i * conj (z i)` over all particles is `m` times
the sum of the difference quotients of `f` over all ordered pairs of different particles. -/
theorem virial {m : ℝ} {z : Fin N → ℂ} (h : IsEquilibrium m z) (f : Fin N → ℂ) :
    ∑ i, f i * conj (z i) =
      m * ∑ i, ∑ j ∈ Finset.univ.erase i, (f i - f j) / (z i - z j) := by
  -- exchange the labels of the two particles
  have hs : ∑ i, ∑ j ∈ Finset.univ.erase i, f i / (z i - z j) =
      ∑ i, ∑ j ∈ Finset.univ.erase i, f j / (z j - z i) := by
    refine Finset.sum_comm' fun x y => ?_
    simp only [Finset.mem_univ, Finset.mem_erase, true_and, and_true]
    exact ne_comm
  have hp : ∑ i, ∑ j ∈ Finset.univ.erase i, (f i - f j) / (z i - z j) =
      ∑ i, ∑ j ∈ Finset.univ.erase i, f i / (z i - z j) +
      ∑ i, ∑ j ∈ Finset.univ.erase i, f j / (z j - z i) := by
    rw [← Finset.sum_add_distrib]
    refine Finset.sum_congr rfl fun i _ => ?_
    rw [← Finset.sum_add_distrib]
    refine Finset.sum_congr rfl fun j _ => ?_
    rw [← neg_sub (z i) (z j), div_neg]
    ring
  have hf : ∑ i, f i * conj (z i) =
      2 * m * ∑ i, ∑ j ∈ Finset.univ.erase i, f i / (z i - z j) := by
    rw [Finset.mul_sum]
    refine Finset.sum_congr rfl fun i _ => ?_
    have e : ∑ j ∈ Finset.univ.erase i, f i / (z i - z j) =
        f i * ∑ j ∈ Finset.univ.erase i, 1 / (z i - z j) := by
      rw [Finset.mul_sum]
      exact Finset.sum_congr rfl fun j _ => by ring
    rw [e]
    linear_combination 2 * f i * h.2 i
  rw [hp, ← hs, hf]
  ring
```

## The first two moments

The main theorem assumes only `IsEquilibrium m z` and concludes both sum rules. The difference N − 1 is taken in the real numbers. The cases N = 0 and N = 1 are included, and both sides are zero there.

The first part applies `virial` with the constant weight 1 and conjugates the result. The second uses the weight `z`: the statement `hc` says that each particle contributes N − 1 quotients equal to one. The identity is first obtained in the complex numbers, and injectivity of the embedding ℝ → ℂ brings it back to the reals.

```lean
/-- Plasma sum rules: in equilibrium the positions add up to zero, and the squared distances from
the origin add up to `m N (N - 1)`. -/
theorem equilibrium_sum_rules {m : ℝ} {z : Fin N → ℂ} (h : IsEquilibrium m z) :
    ∑ i, z i = 0 ∧ ∑ i, ‖z i‖ ^ 2 = m * N * (N - 1) := by
  constructor
  · -- constant weight: the pair forces cancel
    have h1 := virial h (fun _ => 1)
    simp only [one_mul, sub_self, zero_div, Finset.sum_const_zero, mul_zero] at h1
    simpa only [map_sum, Complex.conj_conj, map_zero] using congrArg conj h1
  · -- weight `z i`: every ordered pair contributes one
    have h2 := virial h z
    have hc : ∀ i, ∑ j ∈ Finset.univ.erase i, (z i - z j) / (z i - z j) = (N : ℂ) - 1 := by
      intro i
      rw [Finset.sum_congr rfl fun j hj => div_self (sub_ne_zero.mpr fun e =>
        (Finset.ne_of_mem_erase hj) (h.1 e).symm), sum_others (fun _ => 1) i]
      simp
    rw [Finset.sum_congr rfl fun i _ => hc i] at h2
    simp only [Complex.mul_conj, Complex.normSq_eq_norm_sq, Finset.sum_const, Finset.card_univ,
      Fintype.card_fin, nsmul_eq_mul] at h2
    have h3 : ((∑ i, ‖z i‖ ^ 2 : ℝ) : ℂ) = ((m * N * (N - 1) : ℝ) : ℂ) := by
      push_cast at h2 ⊢
      linear_combination h2
    exact Complex.ofReal_injective h3
```

For quantum Hall physics, this fixes the centre and the mean square radius, m(N−1) for N ≥ 1, of any configuration of distinct particles at which the Laughlin density is stationary, for finitely many particles in the plane. It concerns single configurations and not quantum expectation values. The average of Σ |z_i|² over the Laughlin density with m > 0 is m N(N−1) + 2N, by a scaling argument on the normalisation integral; the extra 2N comes from fluctuations.

In a program that searches for equilibria by minimising E, the second moment gives an inexpensive test of convergence. For any distinct points, whether balanced or not, the same pair counting gives

Σ_i |z_i|² − m N(N−1) = 2 Σ_i z_i F_i.

The deviation therefore measures a weighted sum of the residual forces. A value that stays away from zero after apparent convergence shows that the configuration is not an equilibrium; a stalled search or a wrong factor in the gradient or the energy are possible causes. Passing the test does not establish equilibrium: when m > 0 and N ≥ 3, any distinct configuration can be shifted and rescaled until it satisfies both sum rules, but not every shape is that of an equilibrium.

## The cubic moment and the sign of the coupling

The weight z_i² gives the third sum rule. Here `e` factorises the difference of squares, and `hq` evaluates the sum over the other particles as (N−2)z_i, using the vanishing first moment `h0`. That moment is used again when the sum over `i` is taken.

```lean
/-- In equilibrium the positions weighted by their squared distances from the origin also add up
to zero. -/
theorem equilibrium_cubic_sum_rule {m : ℝ} {z : Fin N → ℂ} (h : IsEquilibrium m z) :
    ∑ i, ((‖z i‖ ^ 2 : ℝ) : ℂ) * z i = 0 := by
  have h0 := (equilibrium_sum_rules h).1
  have hq : ∀ i, ∑ j ∈ Finset.univ.erase i, (z i ^ 2 - z j ^ 2) / (z i - z j) =
      ((N : ℂ) - 2) * z i := by
    intro i
    have e : ∀ j ∈ Finset.univ.erase i, (z i ^ 2 - z j ^ 2) / (z i - z j) = z i + z j := by
      intro j hj
      rw [div_eq_iff (sub_ne_zero.mpr fun e => (Finset.ne_of_mem_erase hj) (h.1 e).symm)]
      ring
    rw [Finset.sum_congr rfl e, sum_others (fun j => z i + z j) i, Finset.sum_add_distrib, h0]
    simp only [Finset.sum_const, Finset.card_univ, Fintype.card_fin, nsmul_eq_mul]
    ring
  have h2 := virial h (fun i => z i ^ 2)
  rw [Finset.sum_congr rfl fun i _ => hq i, ← Finset.mul_sum, h0, mul_zero, mul_zero] at h2
  rw [← h2]
  refine Finset.sum_congr rfl fun i _ => ?_
  rw [← Complex.normSq_eq_norm_sq, ← Complex.mul_conj]
  ring
```

The next theorem turns the second moment into a condition on `m`. Assuming m ≤ 0, the proof bounds each squared distance by the total, which is at most zero. Particles 0 and 1, which exist because N ≥ 2, then share a position, and injectivity is violated.

```lean
/-- Two or more particles can be in equilibrium only at positive coupling. -/
theorem coupling_pos {m : ℝ} {z : Fin N → ℂ} (h : IsEquilibrium m z) (hN : 2 ≤ N) : 0 < m := by
  by_contra hm
  have hm' : m ≤ 0 := not_lt.mp hm
  have hN' : (2 : ℝ) ≤ N := by exact_mod_cast hN
  have hp : 0 ≤ (N : ℝ) * (N - 1) := mul_nonneg (by linarith) (by linarith)
  have hs := (equilibrium_sum_rules h).2
  have hle : ∑ i, ‖z i‖ ^ 2 ≤ 0 := by
    rw [hs, mul_assoc]
    exact mul_nonpos_of_nonpos_of_nonneg hm' hp
  -- all particles would have to sit at the origin
  have hz : ∀ i, z i = 0 := by
    intro i
    have h1 : ‖z i‖ ^ 2 ≤ ∑ j, ‖z j‖ ^ 2 :=
      Finset.single_le_sum (f := fun j => ‖z j‖ ^ 2) (fun j _ => sq_nonneg _) (Finset.mem_univ i)
    have h2 : ‖z i‖ ^ 2 = 0 := le_antisymm (h1.trans hle) (sq_nonneg _)
    exact norm_eq_zero.mp ((pow_eq_zero_iff two_ne_zero).mp h2)
  have h01 : (⟨0, by omega⟩ : Fin N) = ⟨1, by omega⟩ := h.1 ((hz _).trans (hz _).symm)
  exact absurd (congrArg Fin.val h01) (by norm_num)
```

Positive coupling is thus necessary for two or more particles. That an equilibrium exists for every m > 0 and every N is not part of these theorems.

## Three particles on a line

A concrete equilibrium has m = 3 and particles at −3, 0 and 3. For the particle at 3, the background side is 3/2 and the repulsion is 3(1/3 + 1/6) = 3/2. The particle at −3 follows by symmetry, and on the middle one the two repulsions cancel. The squared distances add up to 18 = 3·3·2, as the sum rule requires.

In Lean, the first half of the proof compares real parts to show that the points are distinct, and the second checks force balance particle by particle.

```lean
/-- At coupling `m = 3`, three particles at `-3`, `0` and `3` are in equilibrium. -/
theorem isEquilibrium_witness : IsEquilibrium 3 ![(-3 : ℂ), 0, 3] := by
  constructor
  · intro i j h
    have h' := congrArg Complex.re h
    fin_cases i <;> fin_cases j <;> first | rfl | (exfalso; norm_num at h')
  · intro i
    rw [sum_others]
    have h3 : conj (3 : ℂ) = 3 := by
      apply Complex.ext <;> simp
    fin_cases i <;> norm_num [Fin.sum_univ_succ, h3]

end

end LaughlinPlasma
```

```lean
#print axioms LaughlinPlasma.isEquilibrium_iff_stationary
#print axioms LaughlinPlasma.equilibrium_sum_rules
#print axioms LaughlinPlasma.equilibrium_cubic_sum_rule
#print axioms LaughlinPlasma.coupling_pos
```

```
'LaughlinPlasma.isEquilibrium_iff_stationary' depends on axioms: [propext, Classical.choice, Quot.sound]
'LaughlinPlasma.equilibrium_sum_rules' depends on axioms: [propext, Classical.choice, Quot.sound]
'LaughlinPlasma.equilibrium_cubic_sum_rule' depends on axioms: [propext, Classical.choice, Quot.sound]
'LaughlinPlasma.coupling_pos' depends on axioms: [propext, Classical.choice, Quot.sound]
```
